# A two-fragment Hamiltonian in a finite product basis is separable exactly when its double commutators with one operator from each fragment vanish

Suppose a calculation on two molecules delivers one Hamiltonian matrix for the pair, and we ask whether it is a sum of two fragment Hamiltonians. If one attempt to split the matrix into two fragment Hamiltonians fails, the question may still be open: another choice of fragment Hamiltonians might work. A term that looks like a coupling may also be a fragment energy in disguise. What is missing is a condition on the matrix of the pair alone.

The answer matters for size consistency. For two non-interacting fragments in finite bases, a product of fragment eigenstates is an eigenstate of the pair with the summed energy, and a size-consistent method should reproduce that additivity. This eigenvalue statement is background and is not proved below.

## Two fragments, their operators and their blocks

Let $i,i',k$ label an orthonormal basis of the first fragment and $j,j',l$ one of the second. In Lean these labels are the elements of finite types `m` and `n`, and the pair has basis `m × n`.

```lean
import Mathlib

open scoped Kronecker

namespace SeparableHamiltonian

variable {m n : Type*} [Fintype m] [Fintype n] [DecidableEq m] [DecidableEq n]
```

Operators are complex matrices, and $[P,Q]=PQ-QP$.

```lean
/-- The commutator `[P, Q] = PQ - QP` of two square matrices. -/
def comm {k : Type*} [Fintype k] (P Q : Matrix k k ℂ) : Matrix k k ℂ := P * Q - Q * P
```

The Kronecker product, `⊗ₖ` in Lean, has entries $(V\otimes W)_{(i,j),(i',j')}=V_{ii'}W_{jj'}$. An operator $X$ of the first fragment acts on the pair as $X\otimes 1$, and $Y$ of the second as $1\otimes Y$. The Hamiltonian $H$ is called separable if $H=A\otimes 1+1\otimes B$ for some $A$ and $B$. This means additive, and is unrelated to separable states in entanglement theory.

```lean
/-- A Hamiltonian of two fragments is separable if it is a sum of an operator on the first
fragment and an operator on the second. -/
def IsSeparable (H : Matrix (m × n) (m × n) ℂ) : Prop :=
  ∃ (A : Matrix m m ℂ) (B : Matrix n n ℂ),
    H = A ⊗ₖ (1 : Matrix n n ℂ) + (1 : Matrix m m ℂ) ⊗ₖ B
```

Freezing one fragment in a reference state, $j_0$ or $i_0$, leaves a block on the other:

$$\mathcal A_{j_0}(H)_{ii'}=H_{(i,j_0),(i',j_0)},\qquad \mathcal B_{i_0}(H)_{jj'}=H_{(i_0,j),(i_0,j')}.$$

These are `blockA` and `blockB`.

```lean
/-- The block of `H` on the first fragment, with the second frozen in the basis state `j₀`. -/
def blockA (H : Matrix (m × n) (m × n) ℂ) (j₀ : n) : Matrix m m ℂ :=
  H.submatrix (fun i => (i, j₀)) (fun i => (i, j₀))

/-- The block of `H` on the second fragment, with the first frozen in the basis state `i₀`. -/
def blockB (H : Matrix (m × n) (m × n) ℂ) (i₀ : m) : Matrix n n ℂ :=
  H.submatrix (fun j => (i₀, j)) (fun j => (i₀, j))
```

The step from this model to real molecules is the product form of the state space. Electrons are antisymmetrised across both molecules, so assigning them to two fragment spaces is an assumption that precedes everything here.

## (a) Operators blind to the second fragment

Let $M$ commute with $1\otimes Y$ for every $Y$. Show that, for any reference state $j_0$,

$$M=\mathcal A_{j_0}(M)\otimes 1 .$$

Choose for $Y$ the matrix unit with its single entry 1 in row $j'$, column $j_0$, and take the entry of the commutator in row $(i,j)$, column $(i',j_0)$. The two products give

$$\sum_{k,l}M_{(i,j),(k,l)}\,\delta_{ki'}Y_{lj_0}=M_{(i,j),(i',j')},$$
$$\sum_{k,l}\delta_{ik}Y_{jl}\,M_{(k,l),(i',j_0)}=\delta_{jj'}M_{(i,j_0),(i',j_0)} .$$

Their difference vanishes, which is the claim entry by entry. In Lean, `e` is this one entry of the hypothesis, and `by_cases` treats $j=j'$ and $j\neq j'$ separately.

```lean
/-- An operator that commutes with every operator of the second fragment acts on the first
fragment alone, through its block at any reference state `j₀`. -/
theorem eq_blockA_of_comm (M : Matrix (m × n) (m × n) ℂ) (j₀ : n)
    (h : ∀ Y : Matrix n n ℂ, comm M ((1 : Matrix m m ℂ) ⊗ₖ Y) = 0) :
    M = blockA M j₀ ⊗ₖ (1 : Matrix n n ℂ) := by
  ext ⟨i, j⟩ ⟨i', j'⟩
  -- test with the matrix unit that has its entry at (j', j₀)
  have e := congrFun (congrFun (h (Matrix.of fun a b =>
    if a = j' then (if b = j₀ then 1 else 0) else 0)) (i, j)) (i', j₀)
  by_cases hj : j = j'
  · simp [comm, Matrix.mul_apply, Fintype.sum_prod_type_right, Matrix.one_apply, hj] at e
    simp [blockA, hj]
    linear_combination e
  · simp [comm, Matrix.mul_apply, Fintype.sum_prod_type_right, Matrix.one_apply, hj] at e
    simp [hj, e]
```

## (b) Operators blind to the first fragment

Let $M$ commute with $X\otimes 1$ for every $X$. Show that, for any $i_0$,

$$M=1\otimes\mathcal B_{i_0}(M).$$

Now $X$ has its single entry 1 in row $i'$, column $i_0$. In row $(i,j)$, column $(i_0,j')$, the product $M(X\otimes1)$ has the entry $M_{(i,j),(i',j')}$, and $(X\otimes1)M$ has the entry $\delta_{ii'}M_{(i_0,j),(i_0,j')}$. They are equal. The Lean proof is that of (a) with the fragments exchanged.

```lean
/-- An operator that commutes with every operator of the first fragment acts on the second
fragment alone, through its block at any reference state `i₀`. -/
theorem eq_blockB_of_comm (M : Matrix (m × n) (m × n) ℂ) (i₀ : m)
    (h : ∀ X : Matrix m m ℂ, comm M (X ⊗ₖ (1 : Matrix n n ℂ)) = 0) :
    M = (1 : Matrix m m ℂ) ⊗ₖ blockB M i₀ := by
  ext ⟨i, j⟩ ⟨i', j'⟩
  have e := congrFun (congrFun (h (Matrix.of fun a b =>
    if a = i' then (if b = i₀ then 1 else 0) else 0)) (i, j)) (i₀, j')
  by_cases hi : i = i'
  · simp [comm, Matrix.mul_apply, Fintype.sum_prod_type, Matrix.one_apply, hi] at e
    simp [blockB, hi]
    linear_combination e
  · simp [comm, Matrix.mul_apply, Fintype.sum_prod_type, Matrix.one_apply, hi] at e
    simp [hi, e]
```

## (c) The double commutator of a product operator

For $V,X$ on the first fragment and $W,Y$ on the second, show that

$$[[V\otimes W,\,X\otimes1],\,1\otimes Y]=[V,X]\otimes[W,Y].$$

Kronecker products multiply factor by factor, so the inner commutator is

$$VX\otimes W-XV\otimes W=[V,X]\otimes W .$$

The outer one is then

$$[V,X]\otimes WY-[V,X]\otimes YW=[V,X]\otimes[W,Y].$$

Lean expands the left-hand side into four Kronecker products and compares its entries with those of the right-hand side by `ring`.

```lean
/-- For a product operator `V ⊗ W` the double commutator with local operators factorises into
the commutators on the two fragments. -/
theorem double_comm_kronecker (V X : Matrix m m ℂ) (W Y : Matrix n n ℂ) :
    comm (comm (V ⊗ₖ W) (X ⊗ₖ (1 : Matrix n n ℂ))) ((1 : Matrix m m ℂ) ⊗ₖ Y)
      = comm V X ⊗ₖ comm W Y := by
  simp only [comm, sub_mul, mul_sub, ← Matrix.mul_kronecker_mul, mul_one, one_mul]
  ext ⟨i, j⟩ ⟨i', j'⟩
  simp only [Matrix.sub_apply, Matrix.kroneckerMap_apply]
  ring
```

## (d) Reading off the fragment Hamiltonians

Suppose $[[H,X\otimes1],1\otimes Y]=0$ for all $X$ and $Y$. Show that, for any $i_0$ and $j_0$,

$$H=A\otimes1+1\otimes B,\qquad A=\mathcal A_{j_0}(H),\quad B=\mathcal B_{i_0}(H-A\otimes1).$$

Fix $X$ and put $K=[H,X\otimes1]$. It commutes with every $1\otimes Y$, so (a) gives $K=\mathcal A_{j_0}(K)\otimes1$. The block is

$$\mathcal A_{j_0}(K)_{ii'}=\sum_k\left(H_{(i,j_0),(k,j_0)}X_{ki'}-X_{ik}H_{(k,j_0),(i',j_0)}\right)=[A,X]_{ii'} .$$

Hence

$$[H,X\otimes1]=[A,X]\otimes1=[A\otimes1,X\otimes1],$$

and $H-A\otimes1$ commutes with every $X\otimes1$. By (b) it equals $1\otimes B$.

The subtraction inside $B$ removes the reference energy $H_{(i_0,j_0),(i_0,j_0)}$, which would otherwise be counted in both fragments. In Lean, `hK` is the use of (a), `hb` computes the block, `hc` is the last equality for the commutators, and `hs` is linearity.

```lean
/-- If all double commutators with local operators vanish, the fragment Hamiltonians can be read
off from blocks of `H` at any reference states `i₀` and `j₀`. -/
theorem eq_blocks_of_double_comm (H : Matrix (m × n) (m × n) ℂ) (i₀ : m) (j₀ : n)
    (h : ∀ (X : Matrix m m ℂ) (Y : Matrix n n ℂ),
      comm (comm H (X ⊗ₖ (1 : Matrix n n ℂ))) ((1 : Matrix m m ℂ) ⊗ₖ Y) = 0) :
    H = blockA H j₀ ⊗ₖ (1 : Matrix n n ℂ)
      + (1 : Matrix m m ℂ) ⊗ₖ blockB (H - blockA H j₀ ⊗ₖ (1 : Matrix n n ℂ)) i₀ := by
  refine sub_eq_iff_eq_add'.mp (eq_blockB_of_comm _ i₀ fun X => ?_)
  -- the inner commutator acts on the first fragment alone
  have hK := eq_blockA_of_comm _ j₀ (h X)
  have hb : blockA (comm H (X ⊗ₖ (1 : Matrix n n ℂ))) j₀ = comm (blockA H j₀) X := by
    ext i i'
    simp [blockA, comm, Matrix.mul_apply, Fintype.sum_prod_type, Matrix.one_apply]
  have hc : comm (blockA H j₀ ⊗ₖ (1 : Matrix n n ℂ)) (X ⊗ₖ (1 : Matrix n n ℂ))
      = comm (blockA H j₀) X ⊗ₖ (1 : Matrix n n ℂ) := by
    simp only [comm, ← Matrix.mul_kronecker_mul, mul_one]
    ext ⟨i, j⟩ ⟨i', j'⟩
    simp only [Matrix.sub_apply, Matrix.kroneckerMap_apply]
    ring
  have hs : ∀ P Q R : Matrix (m × n) (m × n) ℂ, comm (P - Q) R = comm P R - comm Q R := by
    intro P Q R
    simp only [comm]
    noncomm_ring
  rw [hb] at hK
  rw [hs, hc, hK, sub_self]
```

## (e) The criterion for separability

For nonempty bases, show that

$$H\text{ is separable}\iff[[H,X\otimes1],1\otimes Y]=0\ \text{ for all }X,Y.$$

If $H=A\otimes1+1\otimes B$, the double commutator is additive in $H$, and (c) gives

$$[A,X]\otimes[1,Y]+[1,X]\otimes[B,Y]=0,$$

because the identity commutes with everything. Conversely, choose any $i_0$ and $j_0$ and apply (d). Nonemptiness supplies these two reference states. The Lean proof has the same two halves, with `hadd` for additivity.

```lean
/-- A Hamiltonian of two fragments is separable if and only if its double commutator with any
operator of the first fragment and any operator of the second vanishes. -/
theorem isSeparable_iff_double_comm [Nonempty m] [Nonempty n]
    (H : Matrix (m × n) (m × n) ℂ) :
    IsSeparable H ↔ ∀ (X : Matrix m m ℂ) (Y : Matrix n n ℂ),
      comm (comm H (X ⊗ₖ (1 : Matrix n n ℂ))) ((1 : Matrix m m ℂ) ⊗ₖ Y) = 0 := by
  constructor
  · rintro ⟨A, B, rfl⟩ X Y
    have hadd : ∀ P Q R S : Matrix (m × n) (m × n) ℂ,
        comm (comm (P + Q) R) S = comm (comm P R) S + comm (comm Q R) S := by
      intro P Q R S
      simp only [comm]
      noncomm_ring
    rw [hadd, double_comm_kronecker, double_comm_kronecker]
    simp [comm]
  · intro h
    obtain ⟨i₀⟩ := ‹Nonempty m›
    obtain ⟨j₀⟩ := ‹Nonempty n›
    exact ⟨_, _, eq_blocks_of_double_comm H i₀ j₀ h⟩
```

The condition could have been stated for Hermitian $X$ and $Y$ only, that is, for observables. It would be equivalent, since every complex matrix is a complex linear combination of two Hermitian ones and the double commutator is linear in $X$ and in $Y$. The proof would need this extra step, because the matrix units used in (a) and (b) are in general not Hermitian.

## (f) Hermitian fragments

Let $H$ be Hermitian and separable, on nonempty bases. Show that the fragments can be chosen so that

$$H=A\otimes1+1\otimes B,\qquad A^\dagger=A,\quad B^\dagger=B.$$

By (e) the double commutators vanish, so the blocks of (d) are available. For the first,

$$\overline{A_{i'i}}=\overline{H_{(i',j_0),(i,j_0)}}=H_{(i,j_0),(i',j_0)}=A_{ii'} .$$

Then $A\otimes1$ is Hermitian, so is $H-A\otimes1$, and so is its block $B$. Lean uses `submatrix` for both blocks and `hA1` for $A\otimes1$.

```lean
/-- A separable Hermitian Hamiltonian is a sum of Hermitian fragment Hamiltonians. -/
theorem hermitian_fragments [Nonempty m] [Nonempty n] (H : Matrix (m × n) (m × n) ℂ)
    (hH : H.IsHermitian) (hs : IsSeparable H) :
    ∃ (A : Matrix m m ℂ) (B : Matrix n n ℂ), A.IsHermitian ∧ B.IsHermitian ∧
      H = A ⊗ₖ (1 : Matrix n n ℂ) + (1 : Matrix m m ℂ) ⊗ₖ B := by
  have h := (isSeparable_iff_double_comm H).mp hs
  obtain ⟨i₀⟩ := ‹Nonempty m›
  obtain ⟨j₀⟩ := ‹Nonempty n›
  have hA : (blockA H j₀).IsHermitian := hH.submatrix _
  have hA1 : (blockA H j₀ ⊗ₖ (1 : Matrix n n ℂ)).IsHermitian := by
    unfold Matrix.IsHermitian
    rw [Matrix.conjTranspose_kronecker, hA.eq, Matrix.conjTranspose_one]
  exact ⟨_, _, hA, (hH.sub hA1).submatrix _, eq_blocks_of_double_comm H i₀ j₀ h⟩
```

## (g) The freedom in the fragment energies

For nonempty bases, show that $A\otimes1+1\otimes B=A'\otimes1+1\otimes B'$ holds if and only if, for some complex $c$,

$$A'=A+c\,1,\qquad B'=B-c\,1 .$$

In entries, the equality of the two sums reads

$$A_{ii'}\delta_{jj'}+\delta_{ii'}B_{jj'}=A'_{ii'}\delta_{jj'}+\delta_{ii'}B'_{jj'} .$$

Setting $j=j'=j_0$ gives $A'_{ii'}=A_{ii'}+c\,\delta_{ii'}$ with $c=B_{j_0j_0}-B'_{j_0j_0}$. Setting $i=i'=i_0$ gives

$$B'_{jj'}=B_{jj'}+(A_{i_0i_0}-A'_{i_0i_0})\delta_{jj'}=B_{jj'}-c\,\delta_{jj'} .$$

Conversely, the terms $\pm c\,1\otimes1$ cancel. A separable Hamiltonian of the pair therefore fixes each fragment's Hamiltonian up to an additive constant. If all four fragment Hamiltonians are Hermitian, $c$ is real and only shifts the zero of energy. In Lean, `e` is the equation in entries, and `e0` is its case with both fragments in their reference states.

```lean
omit [Fintype m] [Fintype n] in
/-- On nonempty bases, two pairs of fragment Hamiltonians give the same total Hamiltonian if and
only if they differ by a constant moved from one fragment to the other. -/
theorem fragments_unique [Nonempty m] [Nonempty n] (A A' : Matrix m m ℂ) (B B' : Matrix n n ℂ) :
    A ⊗ₖ (1 : Matrix n n ℂ) + (1 : Matrix m m ℂ) ⊗ₖ B
        = A' ⊗ₖ (1 : Matrix n n ℂ) + (1 : Matrix m m ℂ) ⊗ₖ B'
      ↔ ∃ c : ℂ, A' = A + c • (1 : Matrix m m ℂ) ∧ B' = B - c • (1 : Matrix n n ℂ) := by
  constructor
  · intro h
    obtain ⟨i₀⟩ := ‹Nonempty m›
    obtain ⟨j₀⟩ := ‹Nonempty n›
    have e : ∀ i i' j j', A i i' * (1 : Matrix n n ℂ) j j' + (1 : Matrix m m ℂ) i i' * B j j'
        = A' i i' * (1 : Matrix n n ℂ) j j' + (1 : Matrix m m ℂ) i i' * B' j j' :=
      fun i i' j j' => congrFun (congrFun h (i, j)) (i', j')
    have e0 := e i₀ i₀ j₀ j₀
    simp only [Matrix.one_apply_eq, mul_one, one_mul] at e0
    refine ⟨B j₀ j₀ - B' j₀ j₀, ?_, ?_⟩
    · ext i i'
      have e1 := e i i' j₀ j₀
      simp only [Matrix.one_apply_eq, mul_one] at e1
      simp only [Matrix.add_apply, Matrix.smul_apply, smul_eq_mul]
      linear_combination -e1
    · ext j j'
      have e1 := e i₀ i₀ j j'
      simp only [Matrix.one_apply_eq, one_mul] at e1
      simp only [Matrix.sub_apply, Matrix.smul_apply, smul_eq_mul]
      linear_combination -e1 + (1 : Matrix n n ℂ) j j' * e0
  · rintro ⟨c, rfl, rfl⟩
    ext ⟨i, j⟩ ⟨i', j'⟩
    simp only [Matrix.add_apply, Matrix.sub_apply, Matrix.smul_apply, smul_eq_mul,
      Matrix.kroneckerMap_apply]
    ring
```

## (h) Matrices that commute with everything

Let $[V,X]=0$ for all $X$, on a nonempty basis. Show that, for some complex $c$,

$$V=c\,1 .$$

Take $X$ with its single entry 1 in row $i'$, column $i_0$. The entry of $[V,X]$ in row $i$, column $i_0$ is $V_{ii'}-\delta_{ii'}V_{i_0i_0}$. It vanishes, so $c=V_{i_0i_0}$. This is the argument of (a) on a single fragment.

```lean
/-- A matrix that commutes with all matrices is a multiple of the identity. -/
theorem scalar_of_comm [Nonempty m] (V : Matrix m m ℂ) (h : ∀ X, comm V X = 0) :
    ∃ c : ℂ, V = c • (1 : Matrix m m ℂ) := by
  obtain ⟨i₀⟩ := ‹Nonempty m›
  refine ⟨V i₀ i₀, ?_⟩
  ext i i'
  have e := congrFun (congrFun (h (Matrix.of fun a b =>
    if a = i' then (if b = i₀ then 1 else 0) else 0)) i) i₀
  by_cases hi : i = i'
  · simp [comm, Matrix.mul_apply, hi] at e
    simp [hi]
    linear_combination e
  · simp [comm, Matrix.mul_apply, hi] at e
    simp [hi, e]
```

## (i) When a product coupling is separable

For nonempty bases, show that

$$V\otimes W\text{ is separable}\iff V=c\,1\ \text{ or }\ W=c\,1\ \text{ for some }c\in\mathbb C.$$

If $V\otimes W$ is separable, (e) and (c) give $[V,X]_{ii'}\,[W,Y]_{jj'}=0$ for all $X$, $Y$ and all indices. Either every $[V,X]$ vanishes, and $V=c\,1$ by (h), or some entry $[V,X]_{ii'}$ is nonzero. Then every $[W,Y]$ vanishes, and $W=c\,1$. Conversely,

$$(c\,1)\otimes W=1\otimes(cW),\qquad V\otimes(c\,1)=(cV)\otimes1 .$$

Lean makes the same case distinction with `by_cases hV` and reaches the second case by contradiction.

A product of two dipole components, neither a multiple of the identity, thus cannot be absorbed into the fragment Hamiltonians. The coupling of an ion's fixed net charge to a dipole component of the other fragment can, because the charge operator is then a multiple of the identity. Separable therefore does not mean that the molecules exert no force on each other. The statement concerns a single product. In a sum of products, terms may cancel, and the criterion in (e) has to be applied to the whole sum.

```lean
/-- A product coupling `V ⊗ W` is separable if and only if one of its two factors is a multiple
of the identity. -/
theorem coupling_isSeparable_iff [Nonempty m] [Nonempty n]
    (V : Matrix m m ℂ) (W : Matrix n n ℂ) :
    IsSeparable (V ⊗ₖ W) ↔
      (∃ c : ℂ, V = c • (1 : Matrix m m ℂ)) ∨ (∃ c : ℂ, W = c • (1 : Matrix n n ℂ)) := by
  constructor
  · intro hs
    have h := (isSeparable_iff_double_comm _).mp hs
    by_cases hV : ∀ X, comm V X = 0
    · exact Or.inl (scalar_of_comm V hV)
    · refine Or.inr (scalar_of_comm W fun Y => ?_)
      by_contra hW
      -- nonzero commutators on both fragments would have a nonzero product
      apply hV
      intro X
      ext i i'
      by_contra hx
      apply hW
      ext j j'
      have e := h X Y
      rw [double_comm_kronecker] at e
      have e1 : comm V X i i' * comm W Y j j' = 0 := congrFun (congrFun e (i, j)) (i', j')
      exact (mul_eq_zero.mp e1).resolve_left hx
  · rintro (⟨c, rfl⟩ | ⟨c, rfl⟩)
    · exact ⟨0, c • W, by simp [Matrix.smul_kronecker, Matrix.kronecker_smul]⟩
    · exact ⟨c • V, 0, by simp [Matrix.smul_kronecker, Matrix.kronecker_smul]⟩

end SeparableHamiltonian
```

```lean
#print axioms SeparableHamiltonian.isSeparable_iff_double_comm
#print axioms SeparableHamiltonian.hermitian_fragments
#print axioms SeparableHamiltonian.fragments_unique
#print axioms SeparableHamiltonian.coupling_isSeparable_iff
```

```
'SeparableHamiltonian.isSeparable_iff_double_comm' depends on axioms: [propext, Classical.choice, Quot.sound]
'SeparableHamiltonian.hermitian_fragments' depends on axioms: [propext, Classical.choice, Quot.sound]
'SeparableHamiltonian.fragments_unique' depends on axioms: [propext, Classical.choice, Quot.sound]
'SeparableHamiltonian.coupling_isSeparable_iff' depends on axioms: [propext, Classical.choice, Quot.sound]
```
